# An upper bound on the size mismatch of an alloy whose atomic radii lie between $m$ and $M$

Suppose a search over alloy compositions aims at a size mismatch of $\delta = 0.10$, using elements whose largest radius exceeds the smallest by 20 %. Every composition tried falls short, and a finite grid of trials does not by itself show whether a finer one would succeed. In fact no composition reaches the target: for these radii $\delta$ is at most $0.2/(2\sqrt{1.2}) \approx 0.091$.

## The bound and its derivation

Let species $i$ have concentration $c_i \ge 0$, with $\sum_i c_i = 1$, and radius $r_i \in [m, M]$, where $m > 0$. The letters $m$ and $M$ denote radii here, not masses. With the mean radius $\bar r = \sum_i c_i r_i$, the claim is

$$\delta^2 = \sum_i c_i\left(1 - \frac{r_i}{\bar r}\right)^2 \le \frac{(M-m)^2}{4mM}.$$

Averaging $m \le r_i \le M$ gives $m \le \bar r \le M$, so $\bar r > 0$. Multiplying $\delta^2$ by $\bar r^2$ and expanding gives the variance of the radii:

$$\delta^2 \bar r^2 = \sum_i c_i(\bar r - r_i)^2 = \bar r^2 - 2\bar r\,\bar r + \sum_i c_i r_i^2 = \sum_i c_i r_i^2 - \bar r^2.$$

Now put $S = \sum_i c_i (M - r_i)(r_i - m)$, which is nonnegative. Expanding,

$$S = (M+m)\bar r - \sum_i c_i r_i^2 - mM, \qquad (M-\bar r)(\bar r-m) = (M+m)\bar r - \bar r^2 - mM.$$

Subtracting the first from the second shows that the variance is $(M-\bar r)(\bar r-m) - S$. Therefore

$$\frac{(M-m)^2}{4mM} - \delta^2 = \frac{(M-m)^2\bar r^2 - 4mM(M-\bar r)(\bar r-m)}{4mM\,\bar r^2} + \frac{S}{\bar r^2}.$$

The first numerator is $(M+m)^2\bar r^2 - 4mM(M+m)\bar r + 4m^2M^2 = ((M+m)\bar r - 2mM)^2$. Both terms are nonnegative, which proves the bound.

Equality requires both terms to vanish: $\bar r = 2mM/(m+M)$, and every species present has radius $m$ or $M$. A binary alloy with fraction $M/(m+M)$ of small atoms and $m/(m+M)$ of large ones has this mean. If $m = M$, both sides are zero.

Weakening $m > 0$ to $m \ge 0$ destroys the result. As a purely mathematical example, since no atom has zero radius, take radii $0$ and $1$, with a fraction $x > 0$ of the larger. Then $\bar r = x$ and $\delta^2 = (1-x)/x$, which grows without limit as $x \to 0$.

The bound limits the mismatch that a composition scan can reach, as long as every radius used stays between $m$ and $M$. The radii are inputs here: the result does not say how to assign a radius to an atom in a real alloy, where it may depend on the atom's surroundings.

## Species, radii and mismatch in Lean

The species form a finite type `ι`; concentrations and radii are real functions on it.

```lean
import Mathlib

open Finset

namespace AtomicSizeMismatch

noncomputable section

variable {ι : Type*} [Fintype ι]
```

The mean is weighted by concentration, as above.

```lean
/-- The mean atomic radius of an alloy with concentrations `c` and radii `r`. -/
def meanRadius (c r : ι → ℝ) : ℝ := ∑ i, c i * r i
```

`mismatchSq` is $\delta^2$, a plain fraction and not a percentage.

```lean
/-- The squared atomic size mismatch `δ²`, the concentration-weighted mean square of the
relative deviations from the mean radius; it is meant for a nonzero mean radius. -/
def mismatchSq (c r : ι → ℝ) : ℝ := ∑ i, c i * (1 - r i / meanRadius c r) ^ 2
```

In the binary alloy, index 0 is the small atom and index 1 the large one.

```lean
/-- The concentrations `M/(m+M)` of small atoms and `m/(m+M)` of large atoms in a binary
alloy with radii `m` and `M`; it is meant for `m + M ≠ 0`. -/
def binaryFractions (m M : ℝ) : Fin 2 → ℝ := ![M / (m + M), m / (m + M)]
```

## From the mean radius to the exact gap

The hypotheses `hc0`, `hc1` and `hr` state nonnegativity, normalisation and the range of radii. The last applies to every listed species, even one of zero concentration. The proof compares the sums term by term.

```lean
/-- If the concentrations are nonnegative and sum to one, and all radii lie between `m` and `M`,
then so does the mean radius. -/
theorem meanRadius_mem {c r : ι → ℝ} {m M : ℝ} (hc0 : ∀ i, 0 ≤ c i) (hc1 : ∑ i, c i = 1)
    (hr : ∀ i, r i ∈ Set.Icc m M) : meanRadius c r ∈ Set.Icc m M := by
  constructor
  · calc m = ∑ i, c i * m := by rw [← Finset.sum_mul, hc1, one_mul]
      _ ≤ ∑ i, c i * r i :=
        Finset.sum_le_sum fun i _ => mul_le_mul_of_nonneg_left (hr i).1 (hc0 i)
  · calc ∑ i, c i * r i ≤ ∑ i, c i * M :=
        Finset.sum_le_sum fun i _ => mul_le_mul_of_nonneg_left (hr i).2 (hc0 i)
      _ = M := by rw [← Finset.sum_mul, hc1, one_mul]
```

Next comes the variance identity. `hx` clears the denominator in one square, `h` expands each summand, and the sums are then collected.

```lean
/-- For concentrations summing to one and a nonzero mean radius, the squared mismatch times the
squared mean radius is the variance of the radii. -/
theorem mismatchSq_mul_sq {c r : ι → ℝ} (hc1 : ∑ i, c i = 1) (hR : meanRadius c r ≠ 0) :
    mismatchSq c r * meanRadius c r ^ 2 = ∑ i, c i * r i ^ 2 - meanRadius c r ^ 2 := by
  have hx : ∀ x : ℝ, (1 - x / meanRadius c r) ^ 2 * meanRadius c r ^ 2
      = (meanRadius c r - x) ^ 2 := by
    intro x
    rw [← mul_pow, sub_mul, div_mul_cancel₀ _ hR, one_mul]
  have h : ∀ i, c i * (1 - r i / meanRadius c r) ^ 2 * meanRadius c r ^ 2
      = c i * r i ^ 2 - 2 * meanRadius c r * (c i * r i) + meanRadius c r ^ 2 * c i := by
    intro i
    rw [mul_assoc, hx]
    ring
  rw [mismatchSq, Finset.sum_mul, Finset.sum_congr rfl (fun i _ => h i),
    Finset.sum_add_distrib, Finset.sum_sub_distrib, ← Finset.mul_sum, ← Finset.mul_sum, hc1]
  change _ - 2 * meanRadius c r * meanRadius c r + _ = _
  ring
```

The second form of the variance follows by expanding $S$ in the same way.

```lean
/-- For concentrations summing to one, the variance of the radii is `(M - r̄)(r̄ - m)` less the
concentration-weighted mean of `(M - r_i)(r_i - m)`, where `r̄` is the mean radius. -/
theorem variance_eq {c r : ι → ℝ} (m M : ℝ) (hc1 : ∑ i, c i = 1) :
    ∑ i, c i * r i ^ 2 - meanRadius c r ^ 2
      = (M - meanRadius c r) * (meanRadius c r - m)
        - ∑ i, c i * ((M - r i) * (r i - m)) := by
  have h : ∀ i, c i * ((M - r i) * (r i - m))
      = (M + m) * (c i * r i) - c i * r i ^ 2 - m * M * c i := by
    intro i
    ring
  rw [Finset.sum_congr rfl (fun i _ => h i), Finset.sum_sub_distrib, Finset.sum_sub_distrib,
    ← Finset.mul_sum, ← Finset.mul_sum, hc1]
  change _ = _ - ((M + m) * meanRadius c r - _ - _)
  ring
```

Besides concentrations that sum to one, the gap formula assumes only that $m$, $M$ and $\bar r$ are nonzero; their signs do not matter. Once $S$ and $\bar r$ are replaced by plain variables, `field_simp` and `ring` complete the square.

```lean
/-- The exact gap between `(M-m)²/(4mM)` and the squared mismatch, for concentrations summing
to one and nonzero `m`, `M` and mean radius. -/
theorem gap_eq {c r : ι → ℝ} {m M : ℝ} (hc1 : ∑ i, c i = 1) (hm : m ≠ 0) (hM : M ≠ 0)
    (hR : meanRadius c r ≠ 0) :
    (M - m) ^ 2 / (4 * m * M) - mismatchSq c r
      = ((M + m) * meanRadius c r - 2 * m * M) ^ 2 / (4 * m * M * meanRadius c r ^ 2)
        + (∑ i, c i * ((M - r i) * (r i - m))) / meanRadius c r ^ 2 := by
  have hδ : mismatchSq c r = ((M - meanRadius c r) * (meanRadius c r - m)
      - ∑ i, c i * ((M - r i) * (r i - m))) / meanRadius c r ^ 2 := by
    rw [eq_div_iff (pow_ne_zero 2 hR), mismatchSq_mul_sq hc1 hR, variance_eq m M hc1]
  rw [hδ]
  -- what remains is an identity between rational functions
  generalize ∑ i, c i * ((M - r i) * (r i - m)) = S
  generalize meanRadius c r = R at hR ⊢
  field_simp
  ring
```

## The bound, its equality case and the binary alloy

`hA` and `hB` state that the two terms of the gap are nonnegative. The condition $m \le M$ is not assumed, since it follows from $m \le \bar r \le M$.

```lean
/-- **Atomic size mismatch bound.** For nonnegative concentrations summing to one and radii
between `m > 0` and `M`, the squared mismatch is at most `(M-m)²/(4mM)`. -/
theorem mismatchSq_le {c r : ι → ℝ} {m M : ℝ} (hm : 0 < m) (hc0 : ∀ i, 0 ≤ c i)
    (hc1 : ∑ i, c i = 1) (hr : ∀ i, r i ∈ Set.Icc m M) :
    mismatchSq c r ≤ (M - m) ^ 2 / (4 * m * M) := by
  obtain ⟨h1, h2⟩ := meanRadius_mem hc0 hc1 hr
  have hR : 0 < meanRadius c r := lt_of_lt_of_le hm h1
  have hM : 0 < M := lt_of_lt_of_le hR h2
  have hgap := gap_eq hc1 hm.ne' hM.ne' hR.ne'
  -- both parts of the gap are nonnegative
  have hA : 0 ≤ ((M + m) * meanRadius c r - 2 * m * M) ^ 2
      / (4 * m * M * meanRadius c r ^ 2) := by positivity
  have hB : 0 ≤ (∑ i, c i * ((M - r i) * (r i - m))) / meanRadius c r ^ 2 :=
    div_nonneg (Finset.sum_nonneg fun i _ => mul_nonneg (hc0 i)
      (mul_nonneg (sub_nonneg.2 (hr i).2) (sub_nonneg.2 (hr i).1))) (sq_nonneg _)
  linarith
```

Taking the square root gives the bound on $\delta$ itself.

```lean
/-- For nonnegative concentrations summing to one and radii between `m > 0` and `M`, the mismatch
`δ` itself is at most `(M-m)/(2√(mM))`. -/
theorem sqrt_mismatchSq_le {c r : ι → ℝ} {m M : ℝ} (hm : 0 < m) (hc0 : ∀ i, 0 ≤ c i)
    (hc1 : ∑ i, c i = 1) (hr : ∀ i, r i ∈ Set.Icc m M) :
    Real.sqrt (mismatchSq c r) ≤ (M - m) / (2 * Real.sqrt (m * M)) := by
  obtain ⟨h1, h2⟩ := meanRadius_mem hc0 hc1 hr
  have hmM : m ≤ M := h1.trans h2
  have hM : 0 < M := lt_of_lt_of_le hm hmM
  refine Real.sqrt_le_iff.2 ⟨div_nonneg (sub_nonneg.2 hmM) (by positivity), ?_⟩
  have hsq : ((M - m) / (2 * Real.sqrt (m * M))) ^ 2 = (M - m) ^ 2 / (4 * m * M) := by
    rw [div_pow, mul_pow, Real.sq_sqrt (mul_pos hm hM).le]
    ring
  rw [hsq]
  exact mismatchSq_le hm hc0 hc1 hr
```

For equality, a zero gap forces both terms to vanish. A zero sum of nonnegative summands then has only zero summands, so $c_i \ne 0$ leaves $r_i = m$ or $r_i = M$. Conversely, the two conditions make the gap zero.

```lean
/-- For nonnegative concentrations summing to one and radii between `m > 0` and `M`, the squared
mismatch equals `(M-m)²/(4mM)` exactly when the mean radius is `2mM/(m+M)` and every species of
nonzero concentration has radius `m` or `M`. -/
theorem mismatchSq_eq_iff {c r : ι → ℝ} {m M : ℝ} (hm : 0 < m) (hc0 : ∀ i, 0 ≤ c i)
    (hc1 : ∑ i, c i = 1) (hr : ∀ i, r i ∈ Set.Icc m M) :
    mismatchSq c r = (M - m) ^ 2 / (4 * m * M) ↔
      meanRadius c r = 2 * m * M / (m + M) ∧ ∀ i, c i ≠ 0 → r i = m ∨ r i = M := by
  obtain ⟨h1, h2⟩ := meanRadius_mem hc0 hc1 hr
  have hR : 0 < meanRadius c r := lt_of_lt_of_le hm h1
  have hM : 0 < M := lt_of_lt_of_le hR h2
  have hgap := gap_eq hc1 hm.ne' hM.ne' hR.ne'
  have hterm : ∀ i ∈ Finset.univ, 0 ≤ c i * ((M - r i) * (r i - m)) := fun i _ =>
    mul_nonneg (hc0 i) (mul_nonneg (sub_nonneg.2 (hr i).2) (sub_nonneg.2 (hr i).1))
  have hA : 0 ≤ ((M + m) * meanRadius c r - 2 * m * M) ^ 2
      / (4 * m * M * meanRadius c r ^ 2) := by positivity
  have hB : 0 ≤ (∑ i, c i * ((M - r i) * (r i - m))) / meanRadius c r ^ 2 :=
    div_nonneg (Finset.sum_nonneg hterm) (sq_nonneg _)
  have hden : 4 * m * M * meanRadius c r ^ 2 ≠ 0 := by positivity
  have hsum : m + M ≠ 0 := by positivity
  rw [eq_div_iff hsum]
  constructor
  · intro h
    -- a vanishing gap forces both of its parts to vanish
    have hA0 := le_antisymm (by linarith) hA
    have hB0 := le_antisymm (by linarith) hB
    have hnum := pow_eq_zero_iff (two_ne_zero) |>.1 ((div_eq_zero_iff.1 hA0).resolve_right hden)
    have hS := (div_eq_zero_iff.1 hB0).resolve_right (pow_ne_zero 2 hR.ne')
    refine ⟨by linarith, fun i hi => ?_⟩
    have hi0 := (Finset.sum_eq_zero_iff_of_nonneg hterm).1 hS i (Finset.mem_univ i)
    rcases mul_eq_zero.1 ((mul_eq_zero.1 hi0).resolve_left hi) with h | h
    · right
      linarith
    · left
      linarith
  · rintro ⟨hmean, hi⟩
    have hnum : (M + m) * meanRadius c r - 2 * m * M = 0 := by linarith
    have hS : ∑ i, c i * ((M - r i) * (r i - m)) = 0 := by
      refine Finset.sum_eq_zero fun i _ => ?_
      by_cases h0 : c i = 0
      · rw [h0, zero_mul]
      · rcases hi i h0 with h | h <;> rw [h] <;> ring
    rw [hnum, hS, zero_pow two_ne_zero, zero_div, zero_div, add_zero] at hgap
    linarith
```

The last theorem checks that the binary fractions are valid concentrations, computes their mean radius and applies the equality criterion.

```lean
/-- For `0 < m ≤ M`, the fractions `M/(m+M)` and `m/(m+M)` are nonnegative and sum to one, and the
binary alloy of radii `m` and `M` with these fractions has squared mismatch `(M-m)²/(4mM)`. -/
theorem binary_attains {m M : ℝ} (hm : 0 < m) (hmM : m ≤ M) :
    (∀ i, 0 ≤ binaryFractions m M i) ∧ ∑ i, binaryFractions m M i = 1 ∧
      mismatchSq (binaryFractions m M) ![m, M] = (M - m) ^ 2 / (4 * m * M) := by
  have hM : 0 < M := lt_of_lt_of_le hm hmM
  have hsum : m + M ≠ 0 := by positivity
  have hc0 : ∀ i, 0 ≤ binaryFractions m M i := by
    rw [Fin.forall_fin_two]
    change 0 ≤ M / (m + M) ∧ 0 ≤ m / (m + M)
    constructor <;> positivity
  have hc1 : ∑ i, binaryFractions m M i = 1 := by
    rw [Fin.sum_univ_two]
    change M / (m + M) + m / (m + M) = 1
    rw [← add_div, add_comm M m, div_self hsum]
  have hr : ∀ i, (![m, M] : Fin 2 → ℝ) i ∈ Set.Icc m M := by
    rw [Fin.forall_fin_two]
    exact ⟨⟨le_refl m, hmM⟩, ⟨hmM, le_refl M⟩⟩
  refine ⟨hc0, hc1, (mismatchSq_eq_iff hm hc0 hc1 hr).2 ⟨?_, ?_⟩⟩
  · rw [meanRadius, Fin.sum_univ_two]
    change M / (m + M) * m + m / (m + M) * M = 2 * m * M / (m + M)
    ring
  · rw [Fin.forall_fin_two]
    exact ⟨fun _ => Or.inl rfl, fun _ => Or.inr rfl⟩

end

end AtomicSizeMismatch
```

```lean
#print axioms AtomicSizeMismatch.mismatchSq_le
#print axioms AtomicSizeMismatch.sqrt_mismatchSq_le
#print axioms AtomicSizeMismatch.binary_attains
```

```
'AtomicSizeMismatch.mismatchSq_le' depends on axioms: [propext, Classical.choice, Quot.sound]
'AtomicSizeMismatch.sqrt_mismatchSq_le' depends on axioms: [propext, Classical.choice, Quot.sound]
'AtomicSizeMismatch.binary_attains' depends on axioms: [propext, Classical.choice, Quot.sound]
```
